# A level shift smaller than the coupling makes MP2 exact at one gap only in two-configuration H2

When the bond of H2 is stretched, the bonding and antibonding orbitals approach degeneracy. Second-order perturbation theory divides by their gap, so its correlation energy diverges. A level shift $s$ added to the denominator keeps the energy finite. Can one value of $s$, chosen once, also give the right energy along the stretch?

In a two-configuration model with constant nonzero coupling $K$, the answer is no. For $0<s<|K|$ the shifted energy is correct at a single positive gap, too low at smaller gaps and too high at larger ones. For regularised MP2, this shows within that model that a constant shift cannot follow a closing gap.

## Two configurations with one gap and one coupling

In a minimal basis, the symmetry of H2 lets the Hartree-Fock determinant mix only with the doubly excited one. Measure energies from the Hartree-Fock determinant, let $2D$ be the energy of the doubly excited one, and let the real number $K$ be the coupling between them. The Hamiltonian matrix is

$$\begin{pmatrix}0&K\\K&2D\end{pmatrix}.$$

Its lowest eigenvalue is the correlation energy $E=D-\sqrt{D^2+K^2}$. The approximation to be tested is $-K^2/(2D+s)$, and the gap parameter at which the two will turn out to agree is $D^*=(K^2-s^2)/(2s)$. In Lean all these quantities are real numbers in a common energy unit, and the four definitions are `ciMatrix`, `corrEnergy`, `shiftedMP2` and `crossingGap`.

```lean
import Mathlib

open Matrix Filter Topology

namespace LevelShiftedMP2

noncomputable section

/-- The CI matrix of minimal-basis H2 in the ground and doubly excited configurations, with
energies measured from the Hartree-Fock determinant, excitation energy `2D` and coupling `K`. -/
def ciMatrix (D K : ℝ) : Matrix (Fin 2) (Fin 2) ℝ := !![0, K; K, 2 * D]

/-- The closed formula `D - √(D² + K²)` for the correlation energy of minimal-basis H2. -/
def corrEnergy (D K : ℝ) : ℝ := D - √(D ^ 2 + K ^ 2)

/-- The MP2 energy with level shift `s`, for `2D + s ≠ 0`. -/
def shiftedMP2 (s D K : ℝ) : ℝ := -K ^ 2 / (2 * D + s)

/-- The gap parameter `(K² - s²) / (2s)`, for `s ≠ 0`. -/
def crossingGap (s K : ℝ) : ℝ := (K ^ 2 - s ^ 2) / (2 * s)
```

Two idealisations are built in. The same $2D$ serves as the CI excitation energy and as the perturbation denominator, which is twice the orbital gap, so $D$ plays the part of that gap. In the molecule, a denominator made of Hartree-Fock orbital energies differs from the CI excitation energy by Coulomb and exchange integrals. That difference acts as a shift of its own, so the signs of the errors found below belong to the model and need not hold for MP2 with orbital energies. Stretching is represented by decreasing $D$ at constant $K$, although in the molecule $K$ also varies with bond length.

## An open gap, $D>0$

Physically, $D>0$ says that the doubly excited determinant lies above the reference. To derive $E$ from the Hamiltonian, let $v_0$ and $v_1$ be the amplitudes of the reference and the doubly excited determinant. An eigenvalue $e$ satisfies

$$Kv_1=ev_0,\qquad Kv_0+2Dv_1=ev_1.$$

Eliminating either amplitude gives $(e^2-2De-K^2)v_i=0$ for $i=0,1$. Since $v\neq0$, the bracket vanishes, so $(e-D)^2=D^2+K^2$ and $e\ge D-\sqrt{D^2+K^2}=E$.

The bound is attained by the vector $(2D-E,\,-K)$. The first equation then reads $-K^2=E(2D-E)$, which is the secular equation $E^2=2DE+K^2$, and the second is an identity. For $D>0$ the first component, $D+\sqrt{D^2+K^2}$, is positive, so the vector is nonzero. After normalisation, the doubly excited determinant has weight $\tfrac12\bigl(1-D/\sqrt{D^2+K^2}\bigr)$.

```lean
/-- The CI eigenvalue equation, written out for the two configuration amplitudes. -/
theorem ci_eigen_iff (D K e : ℝ) (v : Fin 2 → ℝ) :
    ciMatrix D K *ᵥ v = e • v ↔
      K * v 1 = e * v 0 ∧ K * v 0 + 2 * D * v 1 = e * v 1 := by
  simp [funext_iff, Fin.forall_fin_two, ciMatrix, dotProduct, Fin.sum_univ_two]

/-- The correlation energy satisfies the secular equation `E² = 2DE + K²`. -/
theorem corrEnergy_secular (D K : ℝ) :
    corrEnergy D K ^ 2 = 2 * D * corrEnergy D K + K ^ 2 := by
  have h := Real.sq_sqrt (show 0 ≤ D ^ 2 + K ^ 2 by positivity)
  unfold corrEnergy
  linear_combination h

/-- For `D > 0`, the correlation energy is the lowest eigenvalue of the CI matrix. -/
theorem corrEnergy_isLeast {D : ℝ} (K : ℝ) (hD : 0 < D) :
    IsLeast {e : ℝ | ∃ v : Fin 2 → ℝ, v ≠ 0 ∧ ciMatrix D K *ᵥ v = e • v}
      (corrEnergy D K) := by
  constructor
  · -- an explicit ground-state vector
    refine ⟨![2 * D - corrEnergy D K, -K], ?_, (ci_eigen_iff _ _ _ _).2 ⟨?_, ?_⟩⟩
    · intro h
      have h0 : 2 * D - corrEnergy D K = 0 := congrFun h 0
      unfold corrEnergy at h0
      linarith [Real.sqrt_nonneg (D ^ 2 + K ^ 2)]
    · show K * (-K) = corrEnergy D K * (2 * D - corrEnergy D K)
      linear_combination corrEnergy_secular D K
    · show K * (2 * D - corrEnergy D K) + 2 * D * (-K) = corrEnergy D K * (-K)
      ring
  · rintro e ⟨v, hv, he⟩
    obtain ⟨h0, h1⟩ := (ci_eigen_iff _ _ _ _).1 he
    -- every eigenvalue solves the secular equation
    have hq : (e - D) ^ 2 = D ^ 2 + K ^ 2 := by
      by_contra hne
      have hne' : e ^ 2 - 2 * D * e - K ^ 2 ≠ 0 := fun h => hne (by linear_combination h)
      have hv0 : (e ^ 2 - 2 * D * e - K ^ 2) * v 0 = 0 := by
        linear_combination (2 * D - e) * h0 - K * h1
      have hv1 : (e ^ 2 - 2 * D * e - K ^ 2) * v 1 = 0 := by
        linear_combination (-e) * h1 - K * h0
      apply hv
      ext i
      fin_cases i
      · exact (mul_eq_zero.1 hv0).resolve_left hne'
      · exact (mul_eq_zero.1 hv1).resolve_left hne'
    have hb := (abs_le.1 (Real.abs_le_sqrt hq.le)).1
    unfold corrEnergy
    linarith
```

`ci_eigen_iff` writes out the two equations, and `corrEnergy_secular` obtains the secular equation from the square of the square root. In `corrEnergy_isLeast`, the set consists of all real $e$ with a nonzero eigenvector, and `IsLeast` says that $E$ belongs to it and bounds it from below. The first half supplies the vector above; the second performs the elimination through `hv0` and `hv1`, then bounds $e-D$ with `Real.abs_le_sqrt`.

Here $D>0$ only guarantees that the chosen vector is nonzero. At $D=K=0$ that vector vanishes, although $E=0$ is still the lowest eigenvalue. The condition matters more in the comparison with $D^*$ below.

## A nonzero coupling and a positive denominator

The condition $K\ne0$ means that there is correlation to recover, and $2D+s>0$ means that the shifted excitation energy is still positive. The secular equation gives the error exactly:

$$-\frac{K^2}{2D+s}-E=\frac{-K^2-2DE-sE}{2D+s}=\frac{-E(s+E)}{2D+s}.$$

For $K\neq0$ we have $\sqrt{D^2+K^2}>D$, hence $E<0$ and $|E|=-E$. The error is therefore

$$\frac{|E|}{2D+s}\,(s-|E|),$$

a positive factor times $s-|E|$. The approximation is too low when the shift is smaller than the correlation energy in magnitude, and too high when it is larger.

```lean
/-- The error of level-shifted MP2 is `-E (s + E) / (2D + s)`, where `E` is the correlation
energy and `2D + s ≠ 0`. -/
theorem shiftedMP2_error {s D : ℝ} (K : ℝ) (h : 2 * D + s ≠ 0) :
    shiftedMP2 s D K - corrEnergy D K =
      -corrEnergy D K * (s + corrEnergy D K) / (2 * D + s) := by
  unfold shiftedMP2
  rw [eq_div_iff h, sub_mul, div_mul_cancel₀ _ h]
  linear_combination corrEnergy_secular D K

/-- For `K ≠ 0` and `2D + s > 0`, level-shifted MP2 is too low exactly when the shift is smaller
than the magnitude `-E` of the correlation energy, and too high exactly when it is larger. -/
theorem shiftedMP2_compare {s D K : ℝ} (hK : K ≠ 0) (h : 0 < 2 * D + s) :
    (shiftedMP2 s D K < corrEnergy D K ↔ s < -corrEnergy D K) ∧
      (corrEnergy D K < shiftedMP2 s D K ↔ -corrEnergy D K < s) := by
  have hE : 0 < -corrEnergy D K := by
    have hK2 : 0 < K ^ 2 := by positivity
    have hlt : D < √(D ^ 2 + K ^ 2) := Real.lt_sqrt_of_sq_lt (by linarith)
    unfold corrEnergy
    linarith
  have herr := shiftedMP2_error K h.ne'
  -- the error is a positive factor times the excess of the shift
  have hc : 0 < -corrEnergy D K / (2 * D + s) := div_pos hE h
  constructor
  · have h1 : corrEnergy D K - shiftedMP2 s D K =
        -corrEnergy D K / (2 * D + s) * (-corrEnergy D K - s) := by
      linear_combination -herr
    have h2 : 0 < -corrEnergy D K / (2 * D + s) * (-corrEnergy D K - s) ↔
        0 < -corrEnergy D K - s := mul_pos_iff_of_pos_left hc
    rw [← h1, sub_pos, sub_pos] at h2
    exact h2
  · have h1 : shiftedMP2 s D K - corrEnergy D K =
        -corrEnergy D K / (2 * D + s) * (s - -corrEnergy D K) := by
      linear_combination herr
    have h2 : 0 < -corrEnergy D K / (2 * D + s) * (s - -corrEnergy D K) ↔
        0 < s - -corrEnergy D K := mul_pos_iff_of_pos_left hc
    rw [← h1, sub_pos, sub_pos] at h2
    exact h2
```

`shiftedMP2_error` needs only a nonzero denominator; it clears the fraction and applies the secular equation. `shiftedMP2_compare` uses $K\ne0$ to prove `hE`, the negativity of $E$, and the positive denominator to prove `hc`, the positivity of the factor. `mul_pos_iff_of_pos_left` then removes that factor from each inequality.

If $K=0$ and $D>0$, both energies are zero, so a positive shift exceeds $|E|$ without making the approximation too high. If $K\neq0$ and the denominator is negative, the factor changes sign and the two comparisons are reversed.

## A positive shift

A positive $s$ widens the gap in the denominator, which is what a level shift is for. It also allows the condition on $|E|$ to be turned into one on $D$. With $s>0$ and $D>0$,

$$s<|E|\iff s+D<\sqrt{D^2+K^2}\iff (s+D)^2<D^2+K^2.$$

Cancelling $D^2$ leaves $s^2+2sD<K^2$, and division by $2s$ gives $D<D^*$. The same steps with the inequalities reversed give $|E|<s\iff D^*<D$. Squaring uses $s+D>0$, and the division uses $s>0$.

```lean
/-- For positive `s` and `D`, the shift is smaller than the magnitude of the correlation energy
exactly below the crossing gap, and larger exactly above it. -/
theorem shift_compare_gap {s D : ℝ} (K : ℝ) (hs : 0 < s) (hD : 0 < D) :
    (s < -corrEnergy D K ↔ D < crossingGap s K) ∧
      (-corrEnergy D K < s ↔ crossingGap s K < D) := by
  have h2s : 0 < 2 * s := by positivity
  have hsD : 0 < s + D := by positivity
  unfold corrEnergy crossingGap
  constructor
  · have h : s + D < √(D ^ 2 + K ^ 2) ↔ (s + D) ^ 2 < D ^ 2 + K ^ 2 :=
      Real.lt_sqrt hsD.le
    rw [lt_div_iff₀ h2s]
    constructor
    · intro h'
      have := h.1 (by linarith)
      nlinarith
    · intro h'
      have := h.2 (by nlinarith)
      linarith
  · have h : √(D ^ 2 + K ^ 2) < s + D ↔ D ^ 2 + K ^ 2 < (s + D) ^ 2 :=
      Real.sqrt_lt' hsD
    rw [div_lt_iff₀ h2s]
    constructor
    · intro h'
      have := h.1 (by linarith)
      nlinarith
    · intro h'
      have := h.2 (by nlinarith)
      linarith
```

These uses appear in `shift_compare_gap` as `hsD` and `h2s`. `Real.lt_sqrt` and `Real.sqrt_lt'` do the squaring, `lt_div_iff₀` and `div_lt_iff₀` clear the denominator of $D^*$, and `nlinarith` and `linarith` do the remaining algebra.

With $s=0$ and $K\ne0$, the error has the sign of $-|E|$, so in this model unshifted MP2 is too low at every positive gap and there is no crossing.

If instead $s>0$ is kept and $D$ may take any real value, the ordering of the energies fails for $D<-s/2$ when $0<s<|K|$: the approximation becomes positive and lies above $E$, although $D<D^*$. For $-s/2<D\le0$ the algebra above still goes through.

## A shift smaller than the coupling

At zero gap the magnitude of the correlation energy is $|K|$, so $s<|K|$ says that the shift is smaller than the correlation energy at complete degeneracy. By hand, the condition enters through

$$D^*=\frac{(|K|-s)(|K|+s)}{2s}>0,$$

which places the crossing among the physical gaps. The two comparisons combine to order the energies on either side of $D^*$, and equality is what remains when neither strict inequality holds.

```lean
/-- For a fixed shift `0 < s < |K|` the crossing gap is positive. Among all `D > 0`, level-shifted
MP2 is exact only there, too low at smaller gaps and too high at larger ones. -/
theorem shiftedMP2_exact_only_at_crossing {s K : ℝ} (hs : 0 < s) (hsK : s < |K|) :
    0 < crossingGap s K ∧ ∀ D : ℝ, 0 < D →
      (shiftedMP2 s D K = corrEnergy D K ↔ D = crossingGap s K) ∧
      (shiftedMP2 s D K < corrEnergy D K ↔ D < crossingGap s K) ∧
      (corrEnergy D K < shiftedMP2 s D K ↔ crossingGap s K < D) := by
  have hK : K ≠ 0 := abs_pos.1 (hs.trans hsK)
  refine ⟨?_, fun D hD => ?_⟩
  · have hp := mul_pos (sub_pos.2 hsK) (add_pos (hs.trans hsK) hs)
    exact div_pos (by nlinarith [sq_abs K]) (by positivity)
  · have hc := shiftedMP2_compare hK (show 0 < 2 * D + s by positivity)
    have hg := shift_compare_gap K hs hD
    have lo := hc.1.trans hg.1
    have hi := hc.2.trans hg.2
    refine ⟨⟨fun h => ?_, fun h => ?_⟩, lo, hi⟩
    · exact le_antisymm (not_lt.1 fun h' => (hi.2 h').ne' h)
        (not_lt.1 fun h' => (lo.2 h').ne h)
    · exact le_antisymm (not_lt.1 fun h' => (hi.1 h').ne' h)
        (not_lt.1 fun h' => (lo.1 h').ne h)
```

`shiftedMP2_exact_only_at_crossing` states that $D^*$ is positive and that, for every $D>0$, the approximation equals $E$ exactly when $D=D^*$, lies below $E$ exactly when $D<D^*$, and lies above $E$ exactly when $D>D^*$. The hypothesis `hsK` is used for the product above and, together with $s>0$, for $K\neq0$. The chained equivalences are `lo` and `hi`; `le_antisymm` obtains the equality case from them.

When $K\ne0$ and the shift is at least $|K|$, then $D^*\le0$. Every positive gap lies above the crossing, and the approximation is always too high.

```lean
/-- For `K ≠ 0` and `s > 0`, level-shifted MP2 is too high at every positive gap exactly when the
shift is at least `|K|`. -/
theorem shiftedMP2_always_high_iff {s K : ℝ} (hK : K ≠ 0) (hs : 0 < s) :
    (∀ D : ℝ, 0 < D → corrEnergy D K < shiftedMP2 s D K) ↔ |K| ≤ s := by
  constructor
  · intro h
    by_contra hlt
    -- a smaller shift would be exact at the crossing gap
    obtain ⟨hpos, hall⟩ := shiftedMP2_exact_only_at_crossing hs (not_le.1 hlt)
    exact (h _ hpos).ne' ((hall _ hpos).1.2 rfl)
  · intro h D hD
    have hsq : K ^ 2 ≤ s ^ 2 := by
      nlinarith [sq_abs K, mul_nonneg (sub_nonneg.2 h) (add_nonneg hs.le (abs_nonneg K))]
    have hg : crossingGap s K ≤ 0 :=
      div_nonpos_of_nonpos_of_nonneg (by linarith) (by positivity)
    exact (shiftedMP2_compare hK (by positivity)).2.2
      ((shift_compare_gap K hs hD).2.2 (hg.trans_lt hD))
```

`shiftedMP2_always_high_iff` also gives the converse: a positive shift smaller than $|K|$ would be exact at its crossing gap, which contradicts being too high everywhere. For $K=0$ the equivalence fails, because both energies are then zero at every positive gap.

## A shift held fixed as the gap closes

In the main theorem, $s$ and $K$ are chosen before $D$. If the shift could depend on the gap, the error would vanish for $s=|E|=\sqrt{D^2+K^2}-D$, but that shift is itself the magnitude of the energy being sought.

For a fixed nonzero shift, letting $D$ tend to zero from above gives

$$-\frac{K^2}{2D+s}-E\;\longrightarrow\;|K|-\frac{K^2}{s}.$$

For $0<s<|K|$ this is negative and equals $-|K|(|K|-s)/s$, so a small shift leaves a large error at dissociation.

```lean
/-- As the gap closes, `D → 0⁺`, the error of MP2 with a fixed nonzero shift `s` tends to
`|K| - K²/s`. -/
theorem shiftedMP2_dissociation_error {s : ℝ} (K : ℝ) (hs : s ≠ 0) :
    Tendsto (fun D => shiftedMP2 s D K - corrEnergy D K) (𝓝[>] 0)
      (𝓝 (|K| - K ^ 2 / s)) := by
  have hv : shiftedMP2 s 0 K - corrEnergy 0 K = |K| - K ^ 2 / s := by
    have h0 : √((0 : ℝ) ^ 2 + K ^ 2) = |K| := by
      rw [show (0 : ℝ) ^ 2 + K ^ 2 = K ^ 2 by ring, Real.sqrt_sq_eq_abs]
    unfold shiftedMP2 corrEnergy
    rw [h0]
    ring
  -- a nonzero shift keeps the error continuous at zero gap
  have hc : ContinuousAt (fun D => shiftedMP2 s D K - corrEnergy D K) 0 := by
    unfold shiftedMP2 corrEnergy
    exact ContinuousAt.sub
      (ContinuousAt.div (by fun_prop) (by fun_prop) (by simpa using hs)) (by fun_prop)
  rw [← hv]
  exact hc.tendsto.mono_left nhdsWithin_le_nhds

end

end LevelShiftedMP2
```

In `shiftedMP2_dissociation_error`, `𝓝[>] 0` expresses the approach through positive gaps. The proof evaluates the error at $D=0$ in `hv` and shows in `hc` that it is continuous there, which is where $s\neq0$ is used. Without a shift, and with $K\ne0$, the term $-K^2/(2D)$ diverges to $-\infty$.

```lean
#print axioms LevelShiftedMP2.corrEnergy_isLeast
#print axioms LevelShiftedMP2.shiftedMP2_exact_only_at_crossing
#print axioms LevelShiftedMP2.shiftedMP2_always_high_iff
#print axioms LevelShiftedMP2.shiftedMP2_dissociation_error
```

```
'LevelShiftedMP2.corrEnergy_isLeast' depends on axioms: [propext, Classical.choice, Quot.sound]
'LevelShiftedMP2.shiftedMP2_exact_only_at_crossing' depends on axioms: [propext, Classical.choice, Quot.sound]
'LevelShiftedMP2.shiftedMP2_always_high_iff' depends on axioms: [propext, Classical.choice, Quot.sound]
'LevelShiftedMP2.shiftedMP2_dissociation_error' depends on axioms: [propext, Classical.choice, Quot.sound]
```

## The energies for $K=3$ and $s=1$

In arbitrary energy units, these values satisfy $0<s<|K|$ and give $D^*=(9-1)/2=4$.

| $D$ | $E=D-\sqrt{D^2+9}$ | $-9/(2D+1)$ | Error |
|---|---|---|---|
| $35/4$ | $-1/2$ | $-18/37\approx-0.486$ | $+1/74\approx+0.014$ |
| $4$ | $-1$ | $-1$ | $0$ |
| $5/4$ | $-2$ | $-18/7\approx-2.571$ | $-4/7\approx-0.571$ |
| $\to0^+$ | $\to-3$ | $\to-9$ | $\to-6$ |

The error formula reproduces the third row: with $E=-2$ it gives $2\,(1-2)/(7/2)=-4/7$.
